# Centre shift of a narrowed rectangular d band at fixed filling and Fermi level

A rectangular d band with centre $c$ and width $W$ has density of states $10/W$ per atom for $c-W/2\le E\le c+W/2$ and zero elsewhere, the ten states being five orbitals with two spins each. Its occupation $n(c,W,\mu)$ is the integral of this density over all energies up to the Fermi level $\mu$.

In Lean 4 with Mathlib:

```lean
import Mathlib

open MeasureTheory Set

namespace SurfaceDBandShift

noncomputable section

/-- Rectangular density of states of a ten-state d band with centre `c` and width `W`. -/
def dBandDOS (c W E : ℝ) : ℝ :=
  (Icc (c - W / 2) (c + W / 2)).indicator (fun _ => 10 / W) E

/-- Number of electrons in the band when all states up to the Fermi level `μ` are filled. -/
def occupation (c W μ : ℝ) : ℝ :=
  ∫ E in Iic μ, dBandDOS c W E

/-- The first moment of the rectangular density of states is ten times the band centre. -/
theorem first_moment (c : ℝ) {W : ℝ} (hW : 0 < W) :
    ∫ E, E * dBandDOS c W E = 10 * c := by
  have h : (fun E => E * dBandDOS c W E) =
      (Icc (c - W / 2) (c + W / 2)).indicator (fun E => E * (10 / W)) := by
    funext E
    by_cases hE : E ∈ Icc (c - W / 2) (c + W / 2)
    · simp only [dBandDOS, indicator_of_mem hE]
    · simp only [dBandDOS, indicator_of_notMem hE, mul_zero]
  have hle : c - W / 2 ≤ c + W / 2 := by linarith
  have hW' : W ≠ 0 := hW.ne'
  -- only the energies inside the band contribute
  rw [h, integral_indicator measurableSet_Icc, integral_Icc_eq_integral_Ioc,
    ← intervalIntegral.integral_of_le hle, intervalIntegral.integral_mul_const, integral_id]
  calc ((c + W / 2) ^ 2 - (c - W / 2) ^ 2) / 2 * (10 / W) = 10 * c * (W / W) := by ring
    _ = 10 * c := by rw [div_self hW', mul_one]

/-- The occupation is the length of the filled part of the band times the density `10 / W`. -/
theorem occupation_eq (c W μ : ℝ) :
    occupation c W μ = max (min μ (c + W / 2) - (c - W / 2)) 0 * (10 / W) := by
  have h : Iic μ ∩ Icc (c - W / 2) (c + W / 2) =
      Icc (c - W / 2) (min μ (c + W / 2)) := by
    ext E
    simp only [mem_inter_iff, mem_Iic, mem_Icc, le_min_iff]
    tauto
  unfold occupation dBandDOS
  rw [setIntegral_indicator measurableSet_Icc, h, setIntegral_const,
    Real.volume_real_Icc, smul_eq_mul]

/-- A partially filled band holds `N` electrons exactly when the Fermi level lies
`W (N/10 - 1/2)` above the band centre. -/
theorem fermi_level_iff {c W μ N : ℝ} (hW : 0 < W) (hN : 0 < N) (hN' : N < 10) :
    occupation c W μ = N ↔ μ = c + W * (N / 10 - 1 / 2) := by
  have hp := mul_pos hW hN
  have hq := mul_pos hW (sub_pos.2 hN')
  rw [occupation_eq, ← mul_div_assoc, div_eq_iff hW.ne']
  constructor
  · intro h
    rcases le_total μ (c + W / 2) with h1 | h1
    · rw [min_eq_left h1] at h
      rcases le_total (μ - (c - W / 2)) 0 with h2 | h2
      · -- below the band there are no electrons
        rw [max_eq_right h2] at h
        nlinarith
      · rw [max_eq_left h2] at h
        linarith
    · -- above the band all ten states are filled
      rw [min_eq_right h1, max_eq_left (by linarith)] at h
      nlinarith
  · intro h
    have h1 : μ ≤ c + W / 2 := by nlinarith
    have h2 : 0 ≤ μ - (c - W / 2) := by nlinarith
    rw [min_eq_left h1, max_eq_left h2, h]
    ring

/-- Let a bulk band of centre `c₀` and width `W` hold `N` electrons, `0 < N < 10`. A surface band
of width `Ws` holds `N` electrons at the same Fermi level exactly when its centre is shifted
from the bulk centre by `(W - Ws) (N/10 - 1/2)`. -/
theorem surface_shift_iff {c₀ c W Ws μ N : ℝ} (hW : 0 < W) (hWs : 0 < Ws)
    (hN : 0 < N) (hN' : N < 10) (hbulk : occupation c₀ W μ = N) :
    occupation c Ws μ = N ↔ c - c₀ = (W - Ws) * (N / 10 - 1 / 2) := by
  rw [fermi_level_iff hW hN hN'] at hbulk
  rw [fermi_level_iff hWs hN hN']
  constructor <;> intro h <;> linarith

/-- Let `0 < N < 10`. If a surface band narrower than the bulk band holds the same number `N` of
electrons as the bulk band at the same Fermi level, its centre lies above the bulk centre exactly
when `N > 5`. -/
theorem surface_shift_up_iff {c₀ c W Ws μ N : ℝ} (hWs : 0 < Ws) (hlt : Ws < W)
    (hN : 0 < N) (hN' : N < 10) (hbulk : occupation c₀ W μ = N)
    (hsurf : occupation c Ws μ = N) :
    c₀ < c ↔ 5 < N := by
  have h := (surface_shift_iff (hWs.trans hlt) hWs hN hN' hbulk).1 hsurf
  have hd : 0 < W - Ws := sub_pos.2 hlt
  rw [← sub_pos, h, mul_pos_iff_of_pos_left hd]
  constructor <;> intro h' <;> linarith

/-- Let a bulk band of width `W` hold `N` electrons, `0 < N < 10`. A surface band of width `Ws` kept
at the bulk centre, with the same Fermi level inside it, holds `(N - 5) (W/Ws - 1)` electrons more
than the bulk band. -/
theorem unshifted_excess_charge {c₀ W Ws μ N : ℝ} (hW : 0 < W) (hWs : 0 < Ws)
    (hN : 0 < N) (hN' : N < 10) (hbulk : occupation c₀ W μ = N)
    (hμ : |μ - c₀| ≤ Ws / 2) :
    occupation c₀ Ws μ - N = (N - 5) * (W / Ws - 1) := by
  obtain ⟨h1, h2⟩ := abs_le.1 hμ
  have hb := (fermi_level_iff hW hN hN').1 hbulk
  have hs : Ws / Ws = 1 := div_self hWs.ne'
  rw [occupation_eq, min_eq_left (by linarith), max_eq_left (by linarith), hb]
  -- the term `Ws / 2` times the density `10 / Ws` gives five electrons
  linear_combination 5 * hs

/-- A band holds ten electrons exactly when its upper edge does not exceed the Fermi level. -/
theorem full_band_iff {c W μ : ℝ} (hW : 0 < W) :
    occupation c W μ = 10 ↔ c + W / 2 ≤ μ := by
  rw [occupation_eq, ← mul_div_assoc, div_eq_iff hW.ne']
  constructor
  · intro h
    by_contra hlt
    have h1 : μ < c + W / 2 := not_le.1 hlt
    rw [min_eq_left h1.le] at h
    rcases le_total (μ - (c - W / 2)) 0 with h2 | h2
    · rw [max_eq_right h2] at h
      linarith
    · rw [max_eq_left h2] at h
      linarith
  · intro h
    rw [min_eq_right h, max_eq_left (by linarith)]
    ring

end

end SurfaceDBandShift
```

```lean
#print axioms SurfaceDBandShift.fermi_level_iff
#print axioms SurfaceDBandShift.surface_shift_up_iff
#print axioms SurfaceDBandShift.unshifted_excess_charge
#print axioms SurfaceDBandShift.full_band_iff
```

```
'SurfaceDBandShift.fermi_level_iff' depends on axioms: [propext, Classical.choice, Quot.sound]
'SurfaceDBandShift.surface_shift_up_iff' depends on axioms: [propext, Classical.choice, Quot.sound]
'SurfaceDBandShift.unshifted_excess_charge' depends on axioms: [propext, Classical.choice, Quot.sound]
'SurfaceDBandShift.full_band_iff' depends on axioms: [propext, Classical.choice, Quot.sound]
```

## The shift and its sign

In the file, `dBandDOS c W E` is the density and `occupation c W μ` is $n(c,W,\mu)$. All quantities are real numbers, with energies in any common unit, and $N$ need not be an integer.

The central theorem, `surface_shift_iff`, takes a bulk band with centre $c_0$ and width $W>0$ that holds $N$ electrons at $\mu$, with $0<N<10$. A surface band with centre $c$ and width $W_s>0$ then holds $N$ electrons at the same $\mu$ if and only if

$$c-c_0=(W-W_s)\left(\frac{N}{10}-\frac12\right).$$

If a surface band that holds $N$ electrons at $\mu$ is narrower than the bulk band, $W_s<W$, then `surface_shift_up_iff` says that its centre lies above the bulk centre exactly when $N>5$.

## Neutrality, narrowing and the limits of the model

The common Fermi level expresses equilibrium between the surface and the bulk metal. Equal $N$ expresses local charge neutrality of the d shell; it is a condition on the surface band, not a consequence of an electrostatic calculation. The smaller width stands for the reduced coordination of surface atoms, and it too is an input.

Within this rectangular-band model at zero temperature, and with neutrality imposed, the result gives the direction in which the d-band centre, a quantity used in discussing surface reactivity, moves on narrowing when the band is partially filled: up if it is more than half filled, down if it is less than half filled. Real band shapes, sp electrons and charge transfer between orbitals are left out.

## From the integral to the shift

The parameter $c$ is the band centre in the usual sense, since the first moment is

$$\int_{c-W/2}^{c+W/2} E\,\frac{10}{W}\,dE=\frac{10}{W}\cdot\frac{(c+W/2)^2-(c-W/2)^2}{2}=10c,$$

and dividing by the ten states gives $c$. `first_moment` restricts the integral to the band and evaluates it in this way.

The occupation is the filled length times the density:

$$n(c,W,\mu)=\frac{10}{W}\max\bigl(\min(\mu,c+W/2)-(c-W/2),\,0\bigr).$$

`occupation_eq` obtains this by intersecting the energies up to $\mu$ with the band. The minimum stops the filling at the upper edge, and the maximum gives zero when $\mu$ is below the lower edge.

Now let $n=N$ with $0<N<10$. Below the band $n=0$, and above it $n=10$, so $\mu$ must lie inside, where

$$N=\frac{10}{W}\left(\mu-c+\frac W2\right),\qquad\text{hence}\qquad \mu=c+W\left(\frac{N}{10}-\frac12\right).$$

Conversely, this $\mu$ lies inside the band and gives back $N$. `fermi_level_iff` follows the same cases: `le_total` splits on the position of $\mu$, and `nlinarith` uses $WN>0$ and $W(10-N)>0$ to exclude the outer regions and, for the converse, to place $\mu$ inside.

Applying this relation to both bands gives

$$c_0+W\left(\frac{N}{10}-\frac12\right)=\mu=c+W_s\left(\frac{N}{10}-\frac12\right),$$

and rearrangement gives the shift; `linarith` does this in both directions. When $W-W_s>0$, the shift has the sign of $N/10-1/2$, which is positive exactly for $N>5$.

## An unshifted band and a full band

Suppose the surface band stays at $c_0$ and $|\mu-c_0|\le W_s/2$. Inserting the bulk value of $\mu$ into the occupation gives

$$n(c_0,W_s,\mu)=\frac{10}{W_s}\left[W\left(\frac{N}{10}-\frac12\right)+\frac{W_s}{2}\right]=(N-5)\frac{W}{W_s}+5.$$

Subtracting $N$ leaves the excess $(N-5)(W/W_s-1)$ of `unshifted_excess_charge`. For a narrower band with $N>5$ this is a surplus of electrons, which the upward shift removes.

At $N=10$ the centre is no longer fixed. By `full_band_iff`, a band is full exactly when $c+W/2\le\mu$: if $\mu$ is below the upper edge, the filled length is less than $W$, and otherwise it equals $W$. Every centre $c\le\mu-W_s/2$ therefore gives a full surface band, which is why the shift formula requires $N<10$. Likewise, every centre $c\ge\mu+W_s/2$ gives an empty surface band, which is why it requires $N>0$.
